# Finitely many plane waves with distinct real wavenumbers are linearly independent on every nonempty open interval

A one-dimensional wave is a finite sum of plane waves exp(−i kₙ x) with complex coefficients cₙ and pairwise distinct real wavenumbers kₙ. The lemma says that if this sum vanishes at every point of an open interval (a, b) with a < b, then every coefficient is zero; no normalisation of the wave is assumed. The attempt shows by induction that all derivatives of the sum vanish on the interval, and then fixes one point there. Linear combinations of these derivatives give the same sum with each cₙ multiplied by p(−i kₙ), for any complex polynomial p, and this too is zero. Choosing p to vanish at all the exponents but one isolates a single coefficient, which must then be zero.

An attempt in Lean 4 with a fault in it:

```lean
import Mathlib

open Matrix Finset
open scoped ComplexOrder ComplexConjugate

namespace CoeffEqZeroOfWaveEqZero

noncomputable section

variable {ι : Type*}

/-- The interstitial wave with coefficients `c n` on the plane waves `exp (-i k n x)`. -/
def wave [Fintype ι] (k : ι → ℝ) (c : ι → ℂ) (x : ℝ) : ℂ :=
  ∑ n, c n * Complex.exp (-Complex.I * (k n : ℂ) * (x : ℂ))

variable [Fintype ι]

/-- If a finite sum of plane waves with distinct wavenumbers vanishes on a nonempty open
interval, all its coefficients are zero. -/
theorem coeff_eq_zero_of_wave_eq_zero {a b : ℝ} (hab : a < b) {k : ι → ℝ}
    (hk : Function.Injective k) {c : ι → ℂ} (h : ∀ x ∈ Set.Ioo a b, wave k c x = 0) :
    c = 0 := by
  classical
  let z : ι → ℂ := fun n => -Complex.I * (k n : ℂ)
  have hz : Function.Injective z := by
    intro m n hmn
    have h1 : (k m : ℂ) = (k n : ℂ) :=
      mul_left_cancel₀ (neg_ne_zero.mpr Complex.I_ne_zero) hmn
    exact hk (Complex.ofReal_injective h1)
  -- every derivative of the wave vanishes on the interval
  have hder : ∀ j : ℕ, ∀ x ∈ Set.Ioo a b,
      ∑ n, c n * z n ^ j * Complex.exp (z n * (x : ℂ)) = 0 := by
    intro j
    induction j with
    | zero =>
      intro x hx
      simpa only [pow_zero, mul_one] using h x hx
    | succ j ih =>
      intro x hx
      have hlin : ∀ n, HasDerivAt (fun y : ℝ => z n * (y : ℂ)) (z n) x := fun n => by
        simpa using ((hasDerivAt_id x).ofReal_comp).const_mul (z n)
      have hd : HasDerivAt (fun y : ℝ => ∑ n, c n * z n ^ j * Complex.exp (z n * (y : ℂ)))
          (∑ n, c n * z n ^ j * (Complex.exp (z n * (x : ℂ)) * z n)) x :=
        HasDerivAt.fun_sum fun n _ => ((hlin n).cexp).const_mul _
      have h0 : HasDerivAt (fun y : ℝ => ∑ n, c n * z n ^ j * Complex.exp (z n * (y : ℂ)))
          0 x := by
        refine (hasDerivAt_const x (0 : ℂ)).congr_of_eventuallyEq ?_
        filter_upwards [Ioo_mem_nhds hx.1 hx.2] with y hy using ih y hy
      rw [← hd.unique h0]
      exact Finset.sum_congr rfl fun n _ => by ring
  obtain ⟨x, hx⟩ := Set.nonempty_Ioo.mpr hab
  -- hence every polynomial in the exponents is annihilated
  have hp : ∀ p : Polynomial ℂ,
      ∑ n, c n * p.eval (z n) * Complex.exp (z n * (x : ℂ)) = 0 := by
    intro p
    induction p using Polynomial.induction_on' with
    | add p q hp hq =>
      simp only [Polynomial.eval_add, mul_add, add_mul, Finset.sum_add_distrib, hp, hq,
        add_zero]
    | monomial j r =>
      have h1 : r * ∑ n, c n * z n ^ j * Complex.exp (z n * (x : ℂ)) = 0 := by
        rw [hder j x hx, mul_zero]
      rw [← h1, Finset.mul_sum]
      refine Finset.sum_congr rfl fun n _ => ?_
      rw [Polynomial.eval_monomial]
      ring
  funext n
  -- a polynomial vanishing at all other exponents isolates one coefficient
  have hn := hp (∏ m ∈ univ.erase n, (Polynomial.X - Polynomial.C (z m)))
  simp only [Polynomial.eval_prod, Polynomial.eval_sub, Polynomial.eval_X,
    Polynomial.eval_C] at hn
  rw [Finset.sum_eq_single n
    (fun m _ hmn => by
      rw [Finset.prod_eq_zero (Finset.mem_erase.mpr ⟨hmn, Finset.mem_univ m⟩) (sub_self _),
        mul_zero, zero_mul])
    (fun hn' => absurd (Finset.mem_univ n) hn')] at hn
  have hprod : ∏ m ∈ univ.erase n, (z n - z m) ≠ 0 :=
    Finset.prod_ne_zero_iff.mpr fun m hm =>
      sub_ne_zero.mpr fun e => (Finset.mem_erase.mp hm).1 (hz e).symm
  exact (mul_eq_zero.mp ((mul_eq_zero.mp hn).resolve_right (Complex.exp_ne_zero _))).resolve_right
    hprod

end

end CoeffEqZeroOfWaveEqZero
```

Messages:

```
Main.lean:37:6: error: Type mismatch: After simplification, term
  h x hx
 has type
  @Eq ℂ (wave k c x) 0
but is expected to have type
  @Eq ℂ (∑ x_1, c x_1 * Complex.exp (z x_1 * ↑x)) 0
```

The error is in the base case of the induction, where the zeroth derivative is the wave itself. There `simpa only [pow_zero, mul_one] using h x hx` removes the factor `z n ^ 0` from the goal, leaving a sum of terms `c n * Complex.exp (z n * ↑x)`. The hypothesis `h x hx` still speaks of `wave k c x`, since neither simplification lemma unfolds `wave`. The two sides are equal by definition, but seeing this requires unfolding the ordinary definition `wave` and the local definition `z`. The closing comparison in `simpa` works at reducible transparency, which does not unfold `wave`, so Lean reports a type mismatch.

The repair separates the two steps. `simp only [pow_zero, mul_one]` simplifies the goal as before, and `exact h x hx` then compares the types at default transparency, where `wave` and `z` can be unfolded and the two statements agree.

The change, after which it compiles:

```diff
@@ -35,5 +35,6 @@
     | zero =>
       intro x hx
-      simpa only [pow_zero, mul_one] using h x hx
+      simp only [pow_zero, mul_one]
+      exact h x hx
     | succ j ih =>
       intro x hx
```
